# In a finite bipartite graph, the colour excess of a region fixes the net flow of a perfect matching out of it

An edge that leaves a region $S$ has one end inside and one outside, and the colour that matters is that of the inner end. The edge is therefore recorded as an ordered pair (inner end, outer end), which counts it once and gives it a definite colour. With this convention, for a perfect matching $M$ of a finite graph properly coloured black and white, the number of $M$-edges leaving $S$ from black vertices minus the number leaving from white vertices equals the number of black vertices in $S$ minus the number of white ones.

In chemical terms, take a conjugated hydrocarbon in which every carbon atom supplies one π electron, and suppose that it is alternant: its carbon atoms can be coloured black and white so that bonded atoms always differ, which rules out rings with an odd number of atoms. Vertices are its carbon atoms, edges are the bonds between them, and hydrogen atoms are left out. A perfect matching is then a Kekulé structure with its double bonds as the matching edges. Bond order and valence below mean the π part only, so a double bond counts one and a single bond counts zero. The law constrains where double bonds can lie in this purely combinatorial model, which contains no energies or orbitals.

## Counting atoms and bonds

```lean
import Mathlib

open scoped Classical

namespace MatchingFlow

noncomputable section

variable {V : Type*} [Fintype V] {G : SimpleGraph V}
```

`V` is the finite set of atoms and `G` the graph of bonds. `G` has no loops or multiple edges, and it need not be connected.

```lean
/-- The number of atoms of colour `k` in the region `S`; `true` is black and `false` is white. -/
def atoms (c : G.Coloring Bool) (k : Bool) (S : Finset V) : ℕ :=
  (S.filter fun v => c v = k).card
```

A colouring `c : G.Coloring Bool` gives bonded atoms different colours, with `true` for black and `false` for white. Write $S_k$ for the atoms of colour $k$ in $S$; then `atoms c k S` is $|S_k|$.

```lean
/-- The number of edges of `M` that leave `S` from a vertex of colour `k`, each edge being
recorded as the pair (inner end, outer end). -/
def leaving (M : G.Subgraph) (c : G.Coloring Bool) (k : Bool) (S : Finset V) : ℕ :=
  ((S ×ˢ Sᶜ).filter fun e => c e.1 = k ∧ M.Adj e.1 e.2).card
```

`M` is any subgraph of `G`, not yet a matching. `S ×ˢ Sᶜ` is the set of pairs with first entry in $S$ and second in its complement $S^c$. `leaving` counts those pairs that are joined in `M` and whose inner end has colour $k$.

```lean
/-- The total bond order `p` leaving `S` from atoms of colour `k`. -/
def flux (p : V → V → ℝ) (c : G.Coloring Bool) (k : Bool) (S : Finset V) : ℝ :=
  ∑ v ∈ S.filter (fun v => c v = k), ∑ u ∈ Sᶜ, p v u
```

The same idea works for real bond orders $p_{vu}$:
$$F_k(S)=\sum_{v\in S_k}\sum_{u\in S^c}p_{vu}.$$

```lean
/-- The π-bond order of a single structure `M`: one on its edges and zero elsewhere. -/
def indicator (M : G.Subgraph) (v u : V) : ℝ := if M.Adj v u then 1 else 0
```

A single structure has π-bond order $m_{vu}=1$ on its edges and $0$ elsewhere.

```lean
/-- For nonempty `K`, the fraction of the structures in `K` that contain the bond between `v` and
`u`. -/
def pauling (K : Finset G.Subgraph) (v u : V) : ℝ :=
  (∑ M ∈ K, indicator M v u) / (K.card : ℝ)
```

For a finite nonempty family $K$ of structures, `pauling K` is the equal-weight average of their bond orders. When $K$ consists of all the Kekulé structures of the molecule, this is the Pauling bond order.

## Conservation for general bond orders

```lean
omit [Fintype V] in
/-- Inside any region, the bond order summed from the black atoms equals the bond order
summed from the white atoms. -/
theorem internal_balance (c : G.Coloring Bool) (p : V → V → ℝ)
    (hsymm : ∀ v u, p v u = p u v) (hG : ∀ v u, p v u ≠ 0 → G.Adj v u) (S : Finset V) :
    ∑ v ∈ S.filter (fun v => c v = true), ∑ u ∈ S, p v u =
      ∑ v ∈ S.filter (fun v => c v = false), ∑ u ∈ S, p v u := by
  have h (k : Bool) : ∑ v ∈ S.filter (fun v => c v = k), ∑ u ∈ S, p v u =
      ∑ v ∈ S, ∑ u ∈ S, if c v = k then p v u else 0 := by
    rw [Finset.sum_filter]
    refine Finset.sum_congr rfl fun v _ => ?_
    by_cases hk : c v = k <;> simp [hk]
  rw [h true, h false]
  -- read every inner bond from its other end
  refine Finset.sum_comm.trans ?_
  refine Finset.sum_congr rfl fun x _ => Finset.sum_congr rfl fun y _ => ?_
  rw [hsymm y x]
  by_cases hp : p x y = 0
  · simp [hp]
  · have hne := c.valid (hG x y hp)
    rcases Bool.eq_false_or_eq_true (c x) with hx | hx <;>
      rcases Bool.eq_false_or_eq_true (c y) with hy | hy <;>
      simp [hx, hy] at hne ⊢
```

Suppose that $p_{vu}=p_{uv}$ and that $p_{vu}\neq0$ only on bonds of $G$. Every inner bond that contributes then has one black and one white end, so reading it from the other end gives
$$\sum_{v\in S_{\text{black}}}\sum_{u\in S}p_{vu}=\sum_{v\in S_{\text{white}}}\sum_{u\in S}p_{vu}.$$
In the proof, `h` writes each side as a sum over all pairs in $S$ with a colour condition, and `Finset.sum_comm` exchanges the two ends. The terms are then compared one by one: either the bond order is zero, or `c.valid` says that the colours differ.

```lean
/-- Bond order conservation: if atom `v` has total bond order `q v`, the net bond order leaving
`S` (black minus white) is the total valence of its black atoms minus that of its white atoms. -/
theorem bondOrder_flow (c : G.Coloring Bool) (p : V → V → ℝ) (q : V → ℝ)
    (hsymm : ∀ v u, p v u = p u v) (hG : ∀ v u, p v u ≠ 0 → G.Adj v u)
    (hq : ∀ v, ∑ u, p v u = q v) (S : Finset V) :
    flux p c true S - flux p c false S =
      ∑ v ∈ S.filter (fun v => c v = true), q v -
        ∑ v ∈ S.filter (fun v => c v = false), q v := by
  -- each valence splits into an inner and an outer part
  have h (k : Bool) : ∑ v ∈ S.filter (fun v => c v = k), ∑ u ∈ S, p v u + flux p c k S =
      ∑ v ∈ S.filter (fun v => c v = k), q v := by
    rw [flux, ← Finset.sum_add_distrib]
    exact Finset.sum_congr rfl fun v _ => by rw [Finset.sum_add_sum_compl, hq]
  linarith [h true, h false, internal_balance c p hsymm hG S]
```

Keep both conditions on $p$, symmetry and support on the bonds of $G$, and let $q_v=\sum_u p_{vu}$ be the total bond order at atom $v$. Splitting this sum into $u\in S$ and $u\in S^c$, then adding over $S_k$, gives
$$\sum_{v\in S_k}\sum_{u\in S}p_{vu}+F_k(S)=\sum_{v\in S_k}q_v.$$
Subtract the white equation from the black one. The inner sums cancel by the previous theorem, leaving
$$F_{\text{black}}(S)-F_{\text{white}}(S)=\sum_{v\in S_{\text{black}}}q_v-\sum_{v\in S_{\text{white}}}q_v.$$
The splitting is `h`, and `linarith` does the subtraction. The bond orders may be negative.

## Kekulé structures and their averages

```lean
omit [Fintype V] in
/-- The bond order of a single structure is symmetric in the two atoms, and it vanishes between
atoms that are not bonded in `G`. -/
theorem indicator_spec (M : G.Subgraph) (v u : V) :
    indicator M v u = indicator M u v ∧ (¬ G.Adj v u → indicator M v u = 0) := by
  unfold indicator
  constructor
  · by_cases h : M.Adj v u
    · rw [if_pos h, if_pos ((M.adj_comm v u).mp h)]
    · rw [if_neg h, if_neg (fun h' => h ((M.adj_comm v u).mpr h'))]
  · intro hn
    have h : ¬ M.Adj v u := fun ha => hn (M.adj_sub ha)
    rw [if_neg h]
```

This lemma supplies the two conditions on $p$ for a single structure: $m_{vu}=m_{uv}$, and $m_{vu}=0$ where $G$ has no bond.

```lean
/-- In a perfect matching the bond orders at every atom sum to one. -/
theorem indicator_sum {M : G.Subgraph} (hM : M.IsPerfectMatching) (v : V) :
    ∑ u, indicator M v u = 1 := by
  obtain ⟨w, hw, huniq⟩ := SimpleGraph.Subgraph.isPerfectMatching_iff.mp hM v
  have h0 : ∀ u : V, u ≠ w → indicator M v u = 0 := by
    intro u hu
    have h : ¬ M.Adj v u := fun ha => hu (huniq u ha)
    unfold indicator
    rw [if_neg h]
  have h1 : indicator M v w = 1 := by
    unfold indicator
    rw [if_pos hw]
  have hs : ∑ u, indicator M v u = indicator M v w :=
    Finset.sum_eq_single w (fun u _ hu => h0 u hu) (fun h => absurd (Finset.mem_univ w) h)
  rw [hs, h1]
```

`IsPerfectMatching` means that each atom $v$ has exactly one partner $w$ in $M$. The sum $\sum_u m_{vu}$ therefore has the single nonzero term $m_{vw}=1$.

```lean
/-- Bond orders averaged with equal weight over any nonempty family of Kekulé structures have a net
flow (black minus white) out of `S` equal to the number of black atoms minus the number of white
atoms in `S`. -/
theorem pauling_flow (c : G.Coloring Bool) (K : Finset G.Subgraph) (hne : K.Nonempty)
    (hK : ∀ M ∈ K, M.IsPerfectMatching) (S : Finset V) :
    flux (pauling K) c true S - flux (pauling K) c false S =
      (atoms c true S : ℝ) - atoms c false S := by
  have hsymm : ∀ v u, pauling K v u = pauling K u v := by
    intro v u
    have hs : ∑ M ∈ K, indicator M v u = ∑ M ∈ K, indicator M u v :=
      Finset.sum_congr rfl (fun M _ => (indicator_spec M v u).1)
    unfold pauling
    rw [hs]
  have hG : ∀ v u, pauling K v u ≠ 0 → G.Adj v u := by
    intro v u hp
    by_contra hn
    have hs : ∑ M ∈ K, indicator M v u = 0 :=
      Finset.sum_eq_zero (fun M _ => (indicator_spec M v u).2 hn)
    apply hp
    unfold pauling
    rw [hs, zero_div]
  -- averaging preserves the unit valence of every atom
  have hq : ∀ v, ∑ u, pauling K v u = 1 := by
    intro v
    have hs : ∑ M ∈ K, ∑ u, indicator M v u = ∑ M ∈ K, (1 : ℝ) :=
      Finset.sum_congr rfl (fun M hM => indicator_sum (hK M hM) v)
    have hc : (K.card : ℝ) ≠ 0 := Nat.cast_ne_zero.mpr hne.card_pos.ne'
    unfold pauling
    rw [← Finset.sum_div, Finset.sum_comm, hs, Finset.sum_const, nsmul_eq_mul, mul_one]
    exact div_self hc
  have h := bondOrder_flow c (pauling K) (fun _ => (1 : ℝ)) hsymm hG hq S
  simp only [Finset.sum_const, nsmul_eq_mul, mul_one] at h
  exact h
```

Averaging preserves symmetry and support on bonds. It also preserves the unit valence:
$$\sum_u\frac1{|K|}\sum_{M\in K}m_{vu}=\frac1{|K|}\sum_{M\in K}1=1.$$
With $q_v=1$, the general law gives the colour excess $|S_{\text{black}}|-|S_{\text{white}}|$. The family must be nonempty for the average to make sense, but it need not contain every Kekulé structure of the molecule.

```lean
/-- The number of edges of `M` leaving `S` from one colour is the flux of its bond orders. -/
theorem leaving_eq_flux (M : G.Subgraph) (c : G.Coloring Bool) (k : Bool) (S : Finset V) :
    (leaving M c k S : ℝ) = flux (indicator M) c k S := by
  simp only [leaving, flux, Finset.card_filter, Nat.cast_sum, Finset.sum_product,
    Finset.sum_filter]
  refine Finset.sum_congr rfl fun v _ => ?_
  by_cases h : c v = k <;> simp [h, indicator]
```

Counting edges is the same as adding ones, so `leaving` equals the flux of $m$. This connects the integer count to the real-valued law.

```lean
/-- Matching flow conservation: the number of edges of a perfect matching leaving `S` from black
vertices minus the number leaving from white ones is the black minus white count of `S`. -/
theorem matching_flow (c : G.Coloring Bool) {M : G.Subgraph} (hM : M.IsPerfectMatching)
    (S : Finset V) :
    (leaving M c true S : ℤ) - leaving M c false S = atoms c true S - atoms c false S := by
  have hG : ∀ v u, indicator M v u ≠ 0 → G.Adj v u := by
    intro v u hp
    by_contra hn
    exact hp ((indicator_spec M v u).2 hn)
  have h := bondOrder_flow c (indicator M) (fun _ => (1 : ℝ))
    (fun v u => (indicator_spec M v u).1) hG (fun v => indicator_sum hM v) S
  rw [← leaving_eq_flux, ← leaving_eq_flux] at h
  simp only [Finset.sum_const, nsmul_eq_mul, mul_one] at h
  unfold atoms
  exact_mod_cast h
```

This is the law for a single matching. By hand, set $p=m$ and $q_v=1$ in the general law; the two fluxes become edge counts and the valence sums become $|S_{\text{black}}|$ and $|S_{\text{white}}|$. The proof follows the same route, and `exact_mod_cast` carries the equation from real numbers to integers. The differences are taken in `ℤ` because subtraction of natural numbers in Lean stops at zero.

Perfection of the matching matters. Take one bond with a black and a white end, let $M$ have no edges, and let $S$ be the black atom alone. No edge of $M$ leaves $S$, so the left side is $0$, while the right side is $1$.

## Recovering the matching from the law

```lean
/-- From a single vertex `v`, the edges of `M` leaving with colour `k` are all the edges of `M`
at `v` if `v` has colour `k`, and none otherwise. -/
theorem leaving_singleton (M : G.Subgraph) (c : G.Coloring Bool) (k : Bool) (v : V) :
    leaving M c k {v} =
      if c v = k then (Finset.univ.filter fun u => M.Adj v u).card else 0 := by
  rw [leaving, Finset.card_filter, Finset.sum_product, Finset.sum_singleton]
  by_cases h : c v = k
  · have hs : ∑ u ∈ ({v} : Finset V)ᶜ, (if M.Adj v u then 1 else 0 : ℕ) =
        ∑ u, (if M.Adj v u then 1 else 0 : ℕ) := by
      refine Finset.sum_subset (Finset.subset_univ _) fun u _ hu => if_neg fun ha => hu ?_
      simpa using (M.adj_sub ha).ne'
    rw [if_pos h, Finset.card_filter, ← hs]
    exact Finset.sum_congr rfl fun u _ => by simp [h]
  · simp [h]
```

When $S=\{v\}$, every $M$-edge at $v$ leaves $S$. The count is the number $d$ of $M$-neighbours of $v$ for the colour of $v$, and zero for the other colour.

```lean
/-- A subgraph is a perfect matching exactly when it obeys the flow law for every region. -/
theorem isPerfectMatching_iff_flow (c : G.Coloring Bool) (M : G.Subgraph) :
    M.IsPerfectMatching ↔ ∀ S : Finset V,
      (leaving M c true S : ℤ) - leaving M c false S = atoms c true S - atoms c false S := by
  refine ⟨fun hM S => matching_flow c hM S, fun h => ?_⟩
  rw [SimpleGraph.Subgraph.isPerfectMatching_iff]
  intro v
  -- the law for the region {v} says that v has exactly one partner
  have hv := h {v}
  have hn (k : Bool) : atoms c k {v} = if c v = k then 1 else 0 := by
    by_cases hk : c v = k <;> simp [atoms, Finset.filter_singleton, hk]
  have h1 : (Finset.univ.filter fun u => M.Adj v u).card = 1 := by
    rcases Bool.eq_false_or_eq_true (c v) with hc | hc <;>
      simp only [leaving_singleton, hn, hc, reduceCtorEq, ↓reduceIte] at hv <;> omega
  obtain ⟨w, hw⟩ := Finset.card_eq_one.mp h1
  have hm (u : V) : M.Adj v u ↔ u = w := by
    simpa using Finset.ext_iff.mp hw u
  exact ⟨w, (hm w).mpr rfl, fun u hu => (hm u).mp hu⟩
```

The forward direction is `matching_flow`. For the converse, apply the law to $\{v\}$: it reads $d-0=1-0$ if $v$ is black and $0-d=0-1$ if $v$ is white. Either way $d=1$, so every atom has exactly one partner. `omega` settles this arithmetic, and `Finset.card_eq_one` extracts the partner.

## Double bonds across a one-coloured cut

```lean
/-- If every bond leaving `S` starts at a black atom of `S`, the number of double bonds of a
Kekulé structure that cross the cut is the black minus white count of `S`. -/
theorem double_bonds_across_cut (c : G.Coloring Bool) {M : G.Subgraph}
    (hM : M.IsPerfectMatching) (S : Finset V)
    (hcut : ∀ v ∈ S, ∀ u ∉ S, G.Adj v u → c v = true) :
    (((S ×ˢ Sᶜ).filter fun e => M.Adj e.1 e.2).card : ℤ) =
      atoms c true S - atoms c false S := by
  have hb : (S ×ˢ Sᶜ).filter (fun e => M.Adj e.1 e.2) =
      (S ×ˢ Sᶜ).filter (fun e => c e.1 = true ∧ M.Adj e.1 e.2) := by
    refine Finset.filter_congr fun e he => ⟨fun ha => ⟨?_, ha⟩, fun ha => ha.2⟩
    obtain ⟨h1, h2⟩ := Finset.mem_product.mp he
    exact hcut _ h1 _ (Finset.mem_compl.mp h2) (M.adj_sub ha)
  have hw : leaving M c false S = 0 := by
    rw [leaving, Finset.card_eq_zero, Finset.filter_eq_empty_iff]
    rintro e he ⟨hc, ha⟩
    obtain ⟨h1, h2⟩ := Finset.mem_product.mp he
    have ht := hcut _ h1 _ (Finset.mem_compl.mp h2) (M.adj_sub ha)
    exact Bool.false_ne_true (hc.symm.trans ht)
  have h := matching_flow c hM S
  rw [hw, Nat.cast_zero, sub_zero] at h
  rw [hb]
  exact h

end

end MatchingFlow
```

The hypothesis `hcut` says that every bond of $G$ leaving $S$ starts at a black atom. The white count is then zero (`hw`), every crossing double bond belongs to the black count (`hb`), and the flow law gives
$$\#\{\text{double bonds across the cut}\}=|S_{\text{black}}|-|S_{\text{white}}|.$$
The right side does not depend on $M$, so all Kekulé structures have the same number of double bonds across the cut. In biphenyl, let $S$ be one ring, coloured so that the atom carrying the linking bond is black. The ring has three black and three white atoms, so the linking bond is single in every Kekulé structure.

```lean
#print axioms MatchingFlow.pauling_flow
#print axioms MatchingFlow.isPerfectMatching_iff_flow
#print axioms MatchingFlow.double_bonds_across_cut
```

```
'MatchingFlow.pauling_flow' depends on axioms: [propext, Classical.choice, Quot.sound]
'MatchingFlow.isPerfectMatching_iff_flow' depends on axioms: [propext, Classical.choice, Quot.sound]
'MatchingFlow.double_bonds_across_cut' depends on axioms: [propext, Classical.choice, Quot.sound]
```
